# Subtracting the mean force from N unbiased, uncorrelated estimates with equal mean-square error s² takes the total error from N s² to (N−1)s² when the exact forces sum to zero

## Forces, estimates and errors

Atom $i$ of $N$ feels an exact force $F_i\in\mathbb R^3$, and a stochastic calculation returns a random estimate $f_i$ of it. The estimates generally have a nonzero sum even when the exact forces balance. The correction studied here subtracts their mean from every atom:

$$\tilde f_i=f_i-\frac1N\sum_j f_j .$$

Write $e_i=f_i-F_i$ for the error, $\mathbb E$ for the expectation, $\sigma_i^2=\mathbb E\|e_i\|^2$ for the mean-square error and $S=\sum_i\sigma_i^2$ for the total. Note that $\sigma_i^2$ belongs to the whole vector: it is the sum over three Cartesian components, not the error of one component.

In variational and diffusion Monte Carlo, forces on nuclei are such noisy averages, and the result gives the gain from removing the net force if the estimates are unbiased with finite variance, their noise is uncorrelated between atoms and the exact forces balance. These conditions are not established here for a real run. In particular, forces averaged over the same sampled electron configurations generally share noise.

```lean
import Mathlib

open MeasureTheory

namespace DriftRemovalNoise

noncomputable section

/-- A force on one atom, a vector in three-dimensional Euclidean space. -/
abbrev Force := EuclideanSpace ℝ (Fin 3)
```

In Lean, atoms are labelled by `Fin N`, and `removeDrift f i` is $\tilde f_i$. "Drift" here means the net force, not the drift velocity of diffusion Monte Carlo.

```lean
/-- The forces after their mean over the `N` atoms has been subtracted from every atom
(there is an atom `i`, so `N` is not zero). -/
def removeDrift {N : ℕ} (f : Fin N → Force) (i : Fin N) : Force :=
  f i - (N : ℝ)⁻¹ • ∑ j, f j
```

The random outcome is `ω`, the probability law is `μ`, and `meanSqError μ (f i) (F i)` is $\sigma_i^2$.

```lean
/-- The expected squared distance between a random force estimate `g` and the force `G`. -/
def meanSqError {Ω : Type*} [MeasurableSpace Ω] (μ : Measure Ω) (g : Ω → Force)
    (G : Force) : ℝ :=
  ∫ ω, ‖g ω - G‖ ^ 2 ∂μ
```

The conditions on the noise are collected in one structure. Its fields say that every $f_i$ has a finite second moment, that $\mathbb E f_i=F_i$, and that $\mathbb E\langle f_i,f_j\rangle=\langle\mathbb E f_i,\mathbb E f_j\rangle$ for $i\ne j$. The last is weaker than asking every component of $f_i$ to be uncorrelated with every component of $f_j$. The examples of failure given below are worked in prose and have no theorem behind them.

```lean
/-- The random estimates `f` have finite second moments, have the exact forces `F` as their
expectations, and are uncorrelated between different atoms in the sense that the expected inner
product equals the inner product of the expectations. -/
structure UnbiasedUncorrelated {Ω : Type*} [MeasurableSpace Ω] {N : ℕ} (μ : Measure Ω)
    (f : Fin N → Ω → Force) (F : Fin N → Force) : Prop where
  memLp : ∀ i, MemLp (f i) 2 μ
  unbiased : ∀ i, ∫ ω, f i ω ∂μ = F i
  uncorrelated : ∀ i j, i ≠ j →
    ∫ ω, inner ℝ (f i ω) (f j ω) ∂μ = inner ℝ (∫ ω, f i ω ∂μ) (∫ ω, f j ω ∂μ)
```

## Finite second moments

Physically, `memLp` says that the estimator has a finite variance. This is a real restriction: in an all-electron calculation the bare electron–nucleus force grows as $1/r^2$ at distance $r$ from the nucleus, so its square, weighted by a nonzero electron density and the volume element $r^2\,dr$, has a divergent integral.

By hand, the condition allows expectations of inner products to be split term by term. For two random forces $g$ and $k$,

$$|\langle g,k\rangle|\le\|g\|\,\|k\|\le\|g\|^2+\|k\|^2 ,$$

and the right side has a finite expectation. The lemma follows the same bound: Cauchy–Schwarz is `norm_inner_le_norm`, and `nlinarith` supplies the second inequality from squares.

```lean
variable {Ω : Type*} [MeasurableSpace Ω] {μ : Measure Ω} {N : ℕ}
  {f : Fin N → Ω → Force} {F : Fin N → Force}

/-- The inner product of two random forces with finite second moments has an expectation. -/
theorem integrable_inner_force {g k : Ω → Force} (hg : MemLp g 2 μ) (hk : MemLp k 2 μ) :
    Integrable (fun ω => inner ℝ (g ω) (k ω)) μ := by
  refine Integrable.mono' (hg.norm.integrable_sq.add hk.norm.integrable_sq)
    (hg.1.inner hk.1) (ae_of_all _ fun ω => ?_)
  show ‖inner ℝ (g ω) (k ω)‖ ≤ ‖g ω‖ ^ 2 + ‖k ω‖ ^ 2
  have h1 := norm_inner_le_norm (𝕜 := ℝ) (g ω) (k ω)
  nlinarith [sq_nonneg (‖g ω‖ - ‖k ω‖), sq_nonneg (‖g ω‖ + ‖k ω‖)]
```

Without finite second moments $\sigma_i^2$ can be infinite. Lean's integral would then return zero, and `meanSqError` would lose its meaning.

## No bias, and no correlation between atoms

No bias means that the average over many independent repetitions of the calculation converges to the exact force, with no systematic offset. No correlation means here that the inner product of the fluctuations on two different atoms averages to zero. Together they remove the cross terms. For $i\neq j$,

$$\begin{aligned}
\mathbb E\langle e_i,e_j\rangle
&=\mathbb E\langle f_i,f_j\rangle-\langle F_i,\mathbb E f_j\rangle-\langle F_j,\mathbb E f_i\rangle+\langle F_i,F_j\rangle\\
&=\langle F_i,F_j\rangle-\langle F_i,F_j\rangle-\langle F_j,F_i\rangle+\langle F_i,F_j\rangle=0 .
\end{aligned}$$

In the proof, `key` is the expansion at a fixed outcome. The integral is then split, and `h.uncorrelated` and `h.unbiased` insert the expectations. The assumption that `μ` is a probability measure enters here: total weight one makes the expectation of a constant equal to that constant.

```lean
variable [IsProbabilityMeasure μ]

/-- For unbiased, uncorrelated estimates the errors on two different atoms have zero expected
inner product. -/
theorem error_inner_eq_zero (h : UnbiasedUncorrelated μ f F) {i j : Fin N} (hij : i ≠ j) :
    ∫ ω, inner ℝ (f i ω - F i) (f j ω - F j) ∂μ = 0 := by
  have key : ∀ ω, inner ℝ (f i ω - F i) (f j ω - F j) = inner ℝ (f i ω) (f j ω)
      - inner ℝ (F i) (f j ω) - inner ℝ (F j) (f i ω) + inner ℝ (F i) (F j) := by
    intro ω
    rw [inner_sub_left, inner_sub_right, inner_sub_right]
    linear_combination (-1 : ℝ) * real_inner_comm (F j) (f i ω)
  have h0 := integrable_inner_force (h.memLp i) (h.memLp j)
  have hA := integrable_inner_force (memLp_const (F i)) (h.memLp j)
  have hB := integrable_inner_force (memLp_const (F j)) (h.memLp i)
  have h1 : Integrable (fun ω => inner ℝ (f i ω) (f j ω) - inner ℝ (F i) (f j ω)) μ :=
    h0.sub hA
  have h2 : Integrable (fun ω => inner ℝ (f i ω) (f j ω) - inner ℝ (F i) (f j ω)
      - inner ℝ (F j) (f i ω)) μ := h1.sub hB
  simp_rw [key]
  rw [integral_add h2 (integrable_const _), integral_sub h1 hB, integral_sub h0 hA,
    integral_inner ((h.memLp j).integrable one_le_two),
    integral_inner ((h.memLp i).integrable one_le_two), h.uncorrelated i j hij,
    h.unbiased i, h.unbiased j, integral_const, probReal_univ, one_smul]
  linear_combination (-1 : ℝ) * real_inner_comm (F i) (F j)
```

For real coefficients $a_j$, the errors therefore add in quadrature:

$$\mathbb E\Big\|\sum_j a_je_j\Big\|^2=\sum_{i,j}a_ia_j\,\mathbb E\langle e_i,e_j\rangle=\sum_j a_j^2\sigma_j^2 .$$

Lean expands the square into a double sum, moves the integral inside, and uses `Finset.sum_eq_single` to keep only the diagonal term in each row.

```lean
/-- Errors of unbiased, uncorrelated estimates add in quadrature: the mean-square norm of a
linear combination is the sum of the mean-square errors weighted by squared coefficients. -/
theorem errors_add_in_quadrature (h : UnbiasedUncorrelated μ f F) (a : Fin N → ℝ) :
    ∫ ω, ‖∑ j, a j • (f j ω - F j)‖ ^ 2 ∂μ = ∑ j, a j ^ 2 * meanSqError μ (f j) (F j) := by
  have herr : ∀ i, MemLp (fun ω => f i ω - F i) 2 μ := fun i =>
    (h.memLp i).sub (memLp_const _)
  have hint := fun i j => integrable_inner_force (herr i) (herr j)
  have key : ∀ ω, ‖∑ j, a j • (f j ω - F j)‖ ^ 2
      = ∑ i, ∑ j, a i * a j * inner ℝ (f i ω - F i) (f j ω - F j) := by
    intro ω
    rw [← real_inner_self_eq_norm_sq, sum_inner]
    refine Finset.sum_congr rfl fun i _ => ?_
    rw [inner_sum]
    refine Finset.sum_congr rfl fun j _ => ?_
    rw [real_inner_smul_left, real_inner_smul_right]
    ring
  simp_rw [key]
  rw [integral_finsetSum _ (fun i _ => integrable_finsetSum _ fun j _ =>
    (hint i j).const_mul _)]
  refine Finset.sum_congr rfl fun i _ => ?_
  rw [integral_finsetSum _ (fun j _ => (hint i j).const_mul _), Finset.sum_eq_single i]
  · simp only [integral_const_mul, real_inner_self_eq_norm_sq, meanSqError]
    ring
  · -- the cross terms vanish
    intro j _ hj
    rw [integral_const_mul, error_inner_eq_zero h (Ne.symm hj), mul_zero]
  · simp
```

Both conditions matter already for two atoms with $F_1=F_2=0$:

- **Correlated noise.** Let $e_1=e_2=e$, with $\mathbb E e=0$ and $\mathbb E\|e\|^2=s^2>0$. The correction removes all the error, leaving $0$ instead of $s^2$. With $e_1=-e_2=e$ it removes nothing, leaving $2s^2$.
- **Biased estimates.** Let both estimates equal a fixed vector $b\neq0$. They are uncorrelated in the sense above, with $s^2=\|b\|^2$, but again the error left is $0$ instead of $s^2$.

What these examples violate is the vanishing of the summed cross terms, $\sum_{i\ne j}\mathbb E\langle e_i,e_j\rangle=0$. A bias on a single atom, for instance, would leave that sum at zero.

## Exact forces that sum to zero

The hypothesis `hF` expresses translational invariance: moving all nuclei together leaves the energy unchanged, so the net force vanishes. It holds for an isolated molecule, but can fail in an external field or when the sum runs over only some of the atoms.

By hand it is used once, to turn the corrected error into a combination of raw errors:

$$\begin{aligned}
\tilde f_i-F_i&=e_i-\frac1N\sum_j e_j-\frac1N\sum_jF_j\\
&=\sum_j\Big(\delta_{ij}-\frac1N\Big)e_j ,
\end{aligned}$$

where $\delta_{ij}$ is one for $i=j$ and zero otherwise. Lean writes it as an `if`. The lemma concerns one fixed set of estimates `g` and involves no probability.

```lean
omit [MeasurableSpace Ω] in
/-- If the exact forces sum to zero, the error left on an atom after drift removal is its own
error minus the mean error, written as one linear combination of all errors. -/
theorem removeDrift_error (g : Fin N → Force) (hF : ∑ i, F i = 0) (i : Fin N) :
    removeDrift g i - F i
      = ∑ j, ((if j = i then (1 : ℝ) else 0) - (N : ℝ)⁻¹) • (g j - F j) := by
  simp_rw [sub_smul, Finset.sum_sub_distrib, ← Finset.smul_sum, Finset.sum_sub_distrib, hF]
  simp only [ite_smul, one_smul, zero_smul, Finset.sum_ite_eq', Finset.mem_univ, if_true,
    sub_zero, removeDrift]
  abel
```

Quadrature addition with these coefficients gives the error of one atom:

$$\begin{aligned}
\mathbb E\|\tilde f_i-F_i\|^2
&=\Big(1-\frac1N\Big)^2\sigma_i^2+\frac1{N^2}\sum_{j\ne i}\sigma_j^2\\
&=\Big(1-\frac2N\Big)\sigma_i^2+\frac{S}{N^2}.
\end{aligned}$$

In `atom_error`, the auxiliary identity `hc` expands the squared coefficient, treating $j=i$ and $j\neq i$ separately.

```lean
/-- Mean-square error of a single atom after drift removal, for unbiased, uncorrelated
estimates of unequal quality and exact forces that sum to zero. -/
theorem atom_error (h : UnbiasedUncorrelated μ f F) (hF : ∑ i, F i = 0) (i : Fin N) :
    meanSqError μ (fun ω => removeDrift (fun j => f j ω) i) (F i)
      = (1 - 2 / N) * meanSqError μ (f i) (F i)
        + (∑ j, meanSqError μ (f j) (F j)) / (N : ℝ) ^ 2 := by
  show ∫ ω, ‖removeDrift (fun j => f j ω) i - F i‖ ^ 2 ∂μ = _
  simp_rw [removeDrift_error _ hF i]
  rw [errors_add_in_quadrature h]
  have hc : ∀ j, ((if j = i then (1 : ℝ) else 0) - (N : ℝ)⁻¹) ^ 2 * meanSqError μ (f j) (F j)
      = (if j = i then (1 - 2 / (N : ℝ)) * meanSqError μ (f j) (F j) else 0)
        + meanSqError μ (f j) (F j) / (N : ℝ) ^ 2 := by
    intro j
    split_ifs <;> ring
  rw [Finset.sum_congr rfl fun j _ => hc j, Finset.sum_add_distrib, Finset.sum_ite_eq',
    if_pos (Finset.mem_univ i), Finset.sum_div]
```

Summing over atoms gives

$$\Big(1-\frac2N\Big)S+N\,\frac{S}{N^2}=\Big(1-\frac1N\Big)S .$$

```lean
/-- For unbiased, uncorrelated estimates of exact forces that sum to zero, drift removal
multiplies the total mean-square error by `1 - 1/N`, even if the atoms have unequal errors. -/
theorem total_error (h : UnbiasedUncorrelated μ f F) (hF : ∑ i, F i = 0) :
    ∑ i, meanSqError μ (fun ω => removeDrift (fun j => f j ω) i) (F i)
      = (1 - 1 / N) * ∑ i, meanSqError μ (f i) (F i) := by
  rcases Nat.eq_zero_or_pos N with rfl | hN
  · simp
  have hN' : (N : ℝ) ≠ 0 := by exact_mod_cast hN.ne'
  rw [Finset.sum_congr rfl fun i _ => atom_error h hF i, Finset.sum_add_distrib,
    ← Finset.mul_sum, Finset.sum_const, Finset.card_univ, Fintype.card_fin, nsmul_eq_mul]
  field_simp
  ring
```

If the exact forces do not balance, the correction removes part of the signal. Take one atom with $F_1\ne0$, estimated without error, so that $s=0$. The corrected force is zero, and the total error rises from $0$ to $\|F_1\|^2$, where the formula would give $0$.

## At least one atom, and equal errors

The hypothesis `hs` says that all atoms are sampled equally well, $\sigma_i^2=s^2$. Then $S=Ns^2$, and the total after correction is

$$\Big(1-\frac1N\Big)Ns^2=(N-1)s^2 .$$

The theorem states both totals. Its proof evaluates the first from `hs` and inserts it into `total_error`. For $N=1$ the corrected error is zero, as it should be: a single force that sums to zero is zero, and so is its corrected estimate.

The condition `hN` excludes the empty system. For $N=0$ there are no errors to constrain $s$, and with $s=1$ the second equation would read $0=-1$.

```lean
/-- Let `N ≥ 1` exact forces sum to zero and let their unbiased, uncorrelated estimates each have
mean-square error `s²`. Subtracting the mean estimated force takes the total mean-square error from
`N s²` to `(N - 1) s²`. -/
theorem drift_removal_total_error (hN : 1 ≤ N) (h : UnbiasedUncorrelated μ f F)
    (hF : ∑ i, F i = 0) {s : ℝ} (hs : ∀ i, meanSqError μ (f i) (F i) = s ^ 2) :
    ∑ i, meanSqError μ (f i) (F i) = N * s ^ 2 ∧
    ∑ i, meanSqError μ (fun ω => removeDrift (fun j => f j ω) i) (F i)
      = (N - 1) * s ^ 2 := by
  have hN' : (N : ℝ) ≠ 0 := by exact_mod_cast (show N ≠ 0 by omega)
  have hraw : ∑ i, meanSqError μ (f i) (F i) = N * s ^ 2 := by
    simp [hs]
  refine ⟨hraw, ?_⟩
  rw [total_error h hF, hraw]
  field_simp
```

Equality of the errors is a convenience for the total, since unequal errors with average $s^2$ give the same two numbers. It does matter for individual atoms. With equal errors each atom ends at $(1-1/N)s^2$; with unequal ones, a well-sampled atom can receive noise from the others. The change on atom $i$ is

$$\mathbb E\|\tilde f_i-F_i\|^2-\sigma_i^2=\frac2N\left(\frac{S}{2N}-\sigma_i^2\right),$$

which is positive exactly when $\sigma_i^2$ lies below half the average. For two atoms with $\sigma_1^2=0$ and $\sigma_2^2=4$, both end at $1$: the total falls from $4$ to $2$, but the first atom gets worse. In the proof, `e` is this identity, and the positive factor $2/N$ does not affect the sign.

```lean
/-- For unbiased, uncorrelated estimates of exact forces that sum to zero, drift removal raises
the mean-square error of an atom exactly when that error was below half the average over atoms. -/
theorem atom_worse_iff (h : UnbiasedUncorrelated μ f F) (hF : ∑ i, F i = 0) (i : Fin N) :
    meanSqError μ (f i) (F i)
        < meanSqError μ (fun ω => removeDrift (fun j => f j ω) i) (F i)
      ↔ meanSqError μ (f i) (F i) < (∑ j, meanSqError μ (f j) (F j)) / N / 2 := by
  have hN : (0 : ℝ) < N := by exact_mod_cast i.pos
  have e : (1 - 2 / (N : ℝ)) * meanSqError μ (f i) (F i)
      + (∑ j, meanSqError μ (f j) (F j)) / (N : ℝ) ^ 2 - meanSqError μ (f i) (F i)
      = 2 / N * ((∑ j, meanSqError μ (f j) (F j)) / N / 2 - meanSqError μ (f i) (F i)) := by
    ring
  rw [atom_error h hF i, ← sub_pos, e, mul_pos_iff_of_pos_left (by positivity), sub_pos]
```

## Two atoms that meet every condition

Let $\hat x$ be the unit vector along the first axis, and take exact forces $\hat x$ and $-\hat x$. On four equally likely outcomes the estimates along $\hat x$ are $(2,2,0,0)$ and $(0,-2,0,-2)$. The errors are $(1,1,-1,-1)$ and $(1,-1,1,-1)$: each averages to zero, each has mean square one, and their product averages to zero. Hence $s=1$, and the main theorem gives a total of $2$ before the correction and $1$ after it.

```lean
/-- The unit force along the first Cartesian axis. -/
def xHat : Force := EuclideanSpace.single 0 1
```

In the Lean statement `P` is the uniform law, `g` the estimates and `G` the exact forces. The step `E` turns each expectation into a four-term average, after which the conditions are checked by arithmetic.

```lean
/-- Two atoms with opposite unit forces, estimated with sign noise on four equally likely
outcomes, meet the hypotheses with mean-square error one on each atom. -/
theorem drift_removal_witness :
    let P := (PMF.uniformOfFintype (Fin 4)).toMeasure
    let g : Fin 2 → Fin 4 → Force := fun i ω =>
      (![![2, 2, 0, 0], ![0, -2, 0, -2]] : Fin 2 → Fin 4 → ℝ) i ω • xHat
    let G : Fin 2 → Force := fun i => (![1, -1] : Fin 2 → ℝ) i • xHat
    UnbiasedUncorrelated P g G ∧ ∑ i, G i = 0 ∧ ∀ i, meanSqError P (g i) (G i) = 1 := by
  intro P g G
  have hn : ‖xHat‖ = 1 := by simp [xHat]
  have hu : inner ℝ xHat xHat = (1 : ℝ) := by rw [real_inner_self_eq_norm_sq, hn, one_pow]
  -- expectations are averages over the four outcomes
  have E : ∀ q : Fin 4 → ℝ, ∫ ω, q ω ∂P = (q 0 + q 1 + q 2 + q 3) / 4 := by
    intro q
    rw [PMF.integral_eq_sum]
    simp only [Fin.sum_univ_four, PMF.uniformOfFintype_apply, Fintype.card_fin,
      ENNReal.toReal_inv, ENNReal.toReal_natCast, smul_eq_mul]
    push_cast
    ring
  have c2 : ∀ a b c d : ℝ, (![a, b, c, d] : Fin 4 → ℝ) 2 = c := fun _ _ _ _ => rfl
  have c3 : ∀ a b c d : ℝ, (![a, b, c, d] : Fin 4 → ℝ) 3 = d := fun _ _ _ _ => rfl
  refine ⟨⟨fun i => MemLp.of_discrete, ?_, ?_⟩, ?_, ?_⟩
  · intro i
    simp only [g, G, integral_smul_const, E]
    congr 1
    fin_cases i <;> norm_num [c2, c3]
  · intro i j hij
    simp only [g, integral_smul_const, real_inner_smul_left, real_inner_smul_right, hu,
      mul_one, E]
    fin_cases i <;> fin_cases j <;> first | exact absurd rfl hij | norm_num [c2, c3]
  · simp [G, Fin.sum_univ_two]
  · intro i
    simp only [meanSqError, g, G, ← sub_smul, norm_smul, hn, mul_one, Real.norm_eq_abs,
      sq_abs, E]
    fin_cases i <;> norm_num [c2, c3]

end

end DriftRemovalNoise
```

```lean
#print axioms DriftRemovalNoise.drift_removal_total_error
-- 'DriftRemovalNoise.drift_removal_total_error' depends on axioms: [propext, Classical.choice, Quot.sound]
#print axioms DriftRemovalNoise.atom_worse_iff
-- 'DriftRemovalNoise.atom_worse_iff' depends on axioms: [propext, Classical.choice, Quot.sound]
```
